# Upper and lower trapezoid bounds for the integral of a smooth function with nonnegative second and fourth derivatives

The declaration concerns a real function `c 0` on the real line whose successive derivatives are `c 1`, `c 2` and so on, with `c 2` and `c 4` nonnegative everywhere. For β ≥ 0 it bounds the integral of `c 0` over [0, β] from above by the trapezoid value β(c₀(0) + c₀(β))/2, and from below by that value minus β²(c₁(β) − c₁(0))/12. It is a statement of pure analysis: no Hamiltonian or quantum state appears in it, and β is simply the length of the interval. The proof writes down explicit antiderivatives for `c 0` minus a nonnegative multiple of `c 4` and for `c 0` plus a multiple of `c 2` that is nonnegative on [0, β]. These integrate exactly to the two bounds, and monotonicity of the integral is then meant to give the inequalities.

An attempt in Lean 4 with a fault in it:

```lean
import Mathlib

open Matrix
open scoped ComplexOrder

namespace TrapezoidBounds

noncomputable section

/-- If `c k` are the successive derivatives of `c 0`, with the second and fourth nonnegative,
the integral of `c 0` over `[0, β]`, `β ≥ 0`, lies between the trapezoid value with its first
Euler-Maclaurin correction and the trapezoid value. -/
theorem trapezoid_bounds {c : ℕ → ℝ → ℝ} (hc : ∀ k s, HasDerivAt (c k) (c (k + 1) s) s)
    {β : ℝ} (hβ : 0 ≤ β) (h2 : ∀ s, 0 ≤ c 2 s) (h4 : ∀ s, 0 ≤ c 4 s) :
    β * (c 0 0 + c 0 β) / 2 - β ^ 2 / 12 * (c 1 β - c 1 0) ≤ ∫ s in (0 : ℝ)..β, c 0 s ∧
    ∫ s in (0 : ℝ)..β, c 0 s ≤ β * (c 0 0 + c 0 β) / 2 := by
  have k : ∀ i, Continuous (c i) := fun i =>
    continuous_iff_continuousAt.2 fun s => (hc i s).continuousAt
  have d0 : ∀ s, HasDerivAt (c 0) (c 1 s) s := hc 0
  have d1 : ∀ s, HasDerivAt (c 1) (c 2 s) s := hc 1
  have d2 : ∀ s, HasDerivAt (c 2) (c 3 s) s := hc 2
  have d3 : ∀ s, HasDerivAt (c 3) (c 4 s) s := hc 3
  have hp : ∀ p q r t u s : ℝ, HasDerivAt
      (fun s : ℝ => p * s ^ 4 + q * s ^ 3 + r * s ^ 2 + t * s + u)
      (4 * p * s ^ 3 + 3 * q * s ^ 2 + 2 * r * s + t) s := fun p q r t u s =>
    ((((((hasDerivAt_pow 4 s).const_mul p).fun_add ((hasDerivAt_pow 3 s).const_mul q)).fun_add
      ((hasDerivAt_pow 2 s).const_mul r)).fun_add
      ((hasDerivAt_id' s).const_mul t)).add_const u).congr_deriv (by norm_num; ring)
  -- repeated integration by parts, written as explicit antiderivatives
  have hL := fun s => (((((hp 0 0 0 1 (-β / 2) s).fun_mul (d0 s)).fun_add
    ((hp 0 0 (-1 / 2) (β / 2) (-β ^ 2 / 12) s).fun_mul (d1 s))).fun_add
    ((hp 0 (1 / 6) (-β / 4) (β ^ 2 / 12) 0 s).fun_mul (d2 s))).fun_add
    ((hp (-1 / 24) (β / 12) (-β ^ 2 / 24) 0 0 s).fun_mul (d3 s))).congr_deriv
    (show _ = c 0 s - s ^ 2 * (β - s) ^ 2 / 24 * c 4 s by ring)
  have hU := fun s => (((hp 0 0 0 1 (-β / 2) s).fun_mul (d0 s)).fun_add
    ((hp 0 0 (-1 / 2) (β / 2) 0 s).fun_mul (d1 s))).congr_deriv
    (show _ = c 0 s + s * (β - s) / 2 * c 2 s by ring)
  have kL : Continuous fun s => c 0 s - s ^ 2 * (β - s) ^ 2 / 24 * c 4 s :=
    (k 0).sub ((by fun_prop : Continuous fun s : ℝ => s ^ 2 * (β - s) ^ 2 / 24).mul (k 4))
  have kU : Continuous fun s => c 0 s + s * (β - s) / 2 * c 2 s :=
    (k 0).add ((by fun_prop : Continuous fun s : ℝ => s * (β - s) / 2).mul (k 2))
  have iL := intervalIntegral.integral_eq_sub_of_hasDerivAt (fun s _ => hL s)
    (kL.intervalIntegrable 0 β)
  have iU := intervalIntegral.integral_eq_sub_of_hasDerivAt (fun s _ => hU s)
    (kU.intervalIntegrable 0 β)
  have mL := intervalIntegral.integral_mono_on hβ (kL.intervalIntegrable 0 β)
    ((k 0).intervalIntegrable 0 β)
    (fun s _ => sub_le_self _ (mul_nonneg (by positivity) (h4 s)))
  have mU := intervalIntegral.integral_mono_on hβ ((k 0).intervalIntegrable 0 β)
    (kU.intervalIntegrable 0 β) (fun s hs => le_add_of_nonneg_right
      (mul_nonneg (div_nonneg (mul_nonneg hs.1 (sub_nonneg.2 hs.2)) zero_le_two) (h2 s)))
  rw [iL] at mL
  rw [iU] at mU
  exact ⟨by linarith, by linarith⟩

end

end TrapezoidBounds
```

Lean reports:

```
Main.lean:46:51: error: typeclass instance problem is stuck
  MeasureTheory.IsLocallyFiniteMeasure ?m.1428

Note: Lean will not try to resolve this typeclass instance problem because the fourth type argument to `MeasureTheory.IsLocallyFiniteMeasure` is a metavariable. This argument must be fully determined before Lean will try to resolve the typeclass.

Hint: Adding type annotations and supplying implicit arguments to functions can give Lean more information for typeclass resolution. For example, if you have a variable `x` that you intend to be a `Nat`, but Lean reports it as having an unresolved type like `?m`, replacing `x` with `(x : Nat)` can get typeclass resolution un-stuck.
```

Cause. The message points to `kL.intervalIntegrable 0 β` in the definition of `mL`. A continuous function is interval integrable for any locally finite measure, so Lean has to check that the measure is locally finite, and here it does not know which measure is meant. `intervalIntegral.integral_mono_on` also works for a general measure, and `have mL :=` states no type that could settle the choice. The measure stays a metavariable, and the instance search is stuck.

The same term causes no trouble in `iL`, because `intervalIntegral.integral_eq_sub_of_hasDerivAt` is about the ordinary volume measure.

The repair states the integrability facts `j0`, `jL` and `jU` first, with `MeasureTheory.volume` in their types. Passing `jL` and `j0` to the monotonicity lemma fixes the measure in `mL`. `mU` had the same gap, though no message reports it, and `j0` and `jU` close it. The mathematical argument is unchanged.

After these edits no error is left:

```diff
@@ -44,9 +44,12 @@
   have iU := intervalIntegral.integral_eq_sub_of_hasDerivAt (fun s _ => hU s)
     (kU.intervalIntegrable 0 β)
-  have mL := intervalIntegral.integral_mono_on hβ (kL.intervalIntegrable 0 β)
-    ((k 0).intervalIntegrable 0 β)
+  have j0 : IntervalIntegrable (c 0) MeasureTheory.volume 0 β := (k 0).intervalIntegrable 0 β
+  have jL : IntervalIntegrable (fun s => c 0 s - s ^ 2 * (β - s) ^ 2 / 24 * c 4 s)
+    MeasureTheory.volume 0 β := kL.intervalIntegrable 0 β
+  have jU : IntervalIntegrable (fun s => c 0 s + s * (β - s) / 2 * c 2 s)
+    MeasureTheory.volume 0 β := kU.intervalIntegrable 0 β
+  have mL := intervalIntegral.integral_mono_on hβ jL j0
     (fun s _ => sub_le_self _ (mul_nonneg (by positivity) (h4 s)))
-  have mU := intervalIntegral.integral_mono_on hβ ((k 0).intervalIntegrable 0 β)
-    (kU.intervalIntegrable 0 β) (fun s hs => le_add_of_nonneg_right
+  have mU := intervalIntegral.integral_mono_on hβ j0 jU (fun s hs => le_add_of_nonneg_right
       (mul_nonneg (div_nonneg (mul_nonneg hs.1 (sub_nonneg.2 hs.2)) zero_le_two) (h2 s)))
   rw [iL] at mL
```
